# RATTLE with symmetric central pair forces conserves total momentum and angular momentum for any multipliers

The constraint multipliers in this note are arbitrary real numbers, not solutions of the constraint equations. Conservation therefore doesn't depend on how well the solver has converged. The constraint forces leave total momentum unchanged because they are equal and opposite at the two ends of a bond. For angular momentum their direction matters too: along the bond at the positions where the kick acts, they exert no net torque.

## The step and its two conserved sums

Particle $i$ has mass $m_i>0$, position $q_i$ and velocity $v_i$ in $\mathbb R^3$. Bond $k$ joins particles $a_k$ and $b_k$, with bond vector $r_k(q)=q_{a_k}-q_{b_k}$. The pair force and the constraint force on particle $i$ are

$$F_i(q)=\sum_j w_{ij}(q)\,(q_i-q_j),\qquad
G_i(q;\lambda)=\sum_k\lambda_k(\delta_{i a_k}-\delta_{i b_k})\,r_k(q),$$

with strengths $w_{ij}=w_{ji}$ and multipliers $\lambda_k$. Step $n$ has size $h_n$ and separate multipliers $\lambda^n$ and $\mu^n$ for its two half kicks:

$$\begin{aligned}
v_i^{n+1/2}&=v_i^n+\tfrac{h_n}{2m_i}\,[F_i(q^n)+G_i(q^n;\lambda^n)],\\
q_i^{n+1}&=q_i^n+h_n v_i^{n+1/2},\\
v_i^{n+1}&=v_i^{n+1/2}+\tfrac{h_n}{2m_i}\,[F_i(q^{n+1})+G_i(q^{n+1};\mu^n)].
\end{aligned}$$

For every $n$, the sums $P=\sum_i m_iv_i$ and $L=\sum_i m_i\,q_i\times v_i$ keep their initial values.

## Telling a loose tolerance from a wrong correction

For an isolated classical molecule with forces of this form, the result gives a test of a constraint routine. Loosen the solver tolerance: the bond lengths get worse, but $P$ and $L$ should still change only by rounding. A larger change means that the code departs from the step above, for instance by using the wrong bond direction or by correcting positions without the matching velocity correction.

## Zero force and zero torque, bond by bond

Let $T_i$ be any linear map for each particle. Since bond $k$ contributes only at its two ends,

$$\sum_i T_i\,G_i(q;\lambda)=\sum_k\lambda_k\,[T_{a_k}r_k(q)-T_{b_k}r_k(q)].$$

With $T_i$ the identity, the total constraint force is zero. With $T_i x=q_i\times x$ and constraint forces along the bonds of another configuration $s$, the torque is

$$\sum_i q_i\times G_i(s;\lambda)=\sum_k\lambda_k\,r_k(q)\times r_k(s).$$

It vanishes for $s=q$. For other $s$ it is generally nonzero, which is why the bond direction matters.

With $T_i x=x\cdot v_i$, the same identity gives

$$\sum_i G_i(q;\lambda)\cdot v_i=\sum_k\lambda_k\,r_k(q)\cdot r_k(v)
=\frac{d}{dt}\Big|_{t=0}\sum_k\tfrac12\lambda_k\,|r_k(q+tv)|^2,$$

so $G$ is the gradient of the weighted half squared bond lengths, as a bond-length constraint requires.

For the pair forces, exchanging $i$ and $j$ reverses the sign of $w_{ij}(q_i-q_j)$, so the total force is zero. The torque terms are $w_{ij}\,q_i\times(q_i-q_j)=-w_{ij}\,q_i\times q_j$, which are antisymmetric too and sum to zero.

A kick of duration $h$ under forces $f_i$ changes $v_i$ by $hf_i/m_i$. The masses cancel, leaving

$$\Delta P=h\sum_i f_i,\qquad \Delta L=h\sum_i q_i\times f_i.$$

Both vanish for $f_i=F_i+G_i$. The drift leaves $P$ alone, and it leaves $L$ alone because $(q_i+hv_i)\times v_i=q_i\times v_i$. Induction over the steps completes the derivation.

The pairing identity also gives the constraint virial. With $T_i x=q_i\cdot x$ it reads $\sum_i q_i\cdot G_i(q;\lambda)=\sum_k\lambda_k|r_k(q)|^2$, a consequence that the file below doesn't state.

## The Lean file

```lean
import Mathlib

open Matrix

namespace RattleMomentum

noncomputable section

/-- Vectors in three-dimensional space. -/
abbrev Vec := Fin 3 → ℝ

variable {ι β : Type*} [Fintype ι] [Fintype β]

/-- Total momentum of particles with masses `m` and velocities `v`. -/
def momentum (m : ι → ℝ) (v : ι → Vec) : Vec := ∑ i, m i • v i

/-- Total angular momentum about the origin. -/
def angularMomentum (m : ι → ℝ) (q v : ι → Vec) : Vec :=
  ∑ i, m i • crossProduct (q i) (v i)

/-- Central pair forces: `j` acts on `i` along `q i - q j`, with a strength `w q i j`
that may depend on the configuration. -/
def pairForce (w : (ι → Vec) → ι → ι → ℝ) (q : ι → Vec) (i : ι) : Vec :=
  ∑ j, w q i j • (q i - q j)

/-- The bond vector of bond `k`, which joins the particles `(e k).1` and `(e k).2`. -/
def bond (e : β → ι × ι) (q : ι → Vec) (k : β) : Vec := q (e k).1 - q (e k).2

/-- Velocity update under forces `F` during a time `h`, for nonzero masses. -/
def kick (m : ι → ℝ) (h : ℝ) (F v : ι → Vec) (i : ι) : Vec := v i + (h / m i) • F i

/-- Position update at constant velocity during a time `h`. -/
def drift (h : ℝ) (q v : ι → Vec) (i : ι) : Vec := q i + h • v i

variable [DecidableEq ι]

/-- Constraint force with multipliers `l`: each bond pulls or pushes its two ends
oppositely along the bond vector. -/
def constraintForce (e : β → ι × ι) (l : β → ℝ) (q : ι → Vec) (i : ι) : Vec :=
  ∑ k, l k • ((if i = (e k).1 then bond e q k else 0)
    - (if i = (e k).2 then bond e q k else 0))

/-- Pair forces plus constraint forces. -/
def totalForce (w : (ι → Vec) → ι → ι → ℝ) (e : β → ι × ι) (l : β → ℝ)
    (q : ι → Vec) (i : ι) : Vec := pairForce w q i + constraintForce e l q i

/-- One RATTLE step for nonzero masses: half kick with multipliers `l` along the old bonds,
drift, half kick with multipliers `u` along the new bonds. -/
def rattleStep (m : ι → ℝ) (w : (ι → Vec) → ι → ι → ℝ) (e : β → ι × ι) (h : ℝ)
    (l u : β → ℝ) (z : (ι → Vec) × (ι → Vec)) : (ι → Vec) × (ι → Vec) :=
  let v₁ := kick m (h / 2) (totalForce w e l z.1) z.2
  let q₁ := drift h z.1 v₁
  (q₁, kick m (h / 2) (totalForce w e u q₁) v₁)

/-- The RATTLE trajectory from `z`, for nonzero masses, with step size and multipliers
given anew at each step. -/
def rattle (m : ι → ℝ) (w : (ι → Vec) → ι → ι → ℝ) (e : β → ι × ι) (h : ℕ → ℝ)
    (l u : ℕ → β → ℝ) (z : (ι → Vec) × (ι → Vec)) : ℕ → (ι → Vec) × (ι → Vec)
  | 0 => z
  | n + 1 => rattleStep m w e (h n) (l n) (u n) (rattle m w e h l u z n)

/-- A linear quantity summed over the constraint forces on all particles is a sum over bonds
of differences between the two ends. -/
theorem constraintForce_pairing {W : Type*} [AddCommGroup W] [Module ℝ W]
    (e : β → ι × ι) (l : β → ℝ) (q : ι → Vec) (T : ι → Vec →ₗ[ℝ] W) :
    ∑ i, T i (constraintForce e l q i)
      = ∑ k, l k • (T (e k).1 (bond e q k) - T (e k).2 (bond e q k)) := by
  have key : ∀ (c : ι) (r : Vec), ∑ i, T i (if i = c then r else 0) = T c r := by
    intro c r
    rw [Finset.sum_eq_single c]
    · simp
    · intro i _ hi
      simp [hi]
    · simp
  simp only [constraintForce, map_sum, map_smul, map_sub]
  rw [Finset.sum_comm]
  refine Finset.sum_congr rfl fun k _ => ?_
  rw [← Finset.smul_sum, Finset.sum_sub_distrib, key, key]

/-- The constraint force is the gradient of half the squared bond lengths weighted by the
multipliers: its power along `v` is their rate of change when the particles move with `v`. -/
theorem constraintForce_is_gradient (e : β → ι × ι) (l : β → ℝ) (q v : ι → Vec) :
    HasDerivAt
      (fun t : ℝ => ∑ k, l k * (bond e (q + t • v) k ⬝ᵥ bond e (q + t • v) k) / 2)
      (∑ i, constraintForce e l q i ⬝ᵥ v i) 0 := by
  have hp : ∑ i, constraintForce e l q i ⬝ᵥ v i
      = ∑ k, l k * (bond e q k ⬝ᵥ bond e v k) := by
    let T : ι → Vec →ₗ[ℝ] ℝ := fun i =>
      { toFun := fun x => x ⬝ᵥ v i
        map_add' := fun x y => add_dotProduct x y (v i)
        map_smul' := fun c x => smul_dotProduct c x (v i) }
    refine (constraintForce_pairing e l q T).trans (Finset.sum_congr rfl fun k _ => ?_)
    change l k * (bond e q k ⬝ᵥ v (e k).1 - bond e q k ⬝ᵥ v (e k).2) = _
    rw [← dotProduct_sub]
    rfl
  rw [hp]
  refine HasDerivAt.fun_sum fun k _ => ?_
  -- each squared bond length is a quadratic polynomial in time
  have hd := (((hasDerivAt_id' (0 : ℝ)).mul_const
      (l k * (bond e q k ⬝ᵥ bond e v k))).const_add
      (l k * (bond e q k ⬝ᵥ bond e q k) / 2)).fun_add
    (((hasDerivAt_id' (0 : ℝ)).fun_pow 2).mul_const (l k * (bond e v k ⬝ᵥ bond e v k) / 2))
  convert hd using 1
  · funext t
    simp only [bond, dotProduct, Fin.sum_univ_three, Pi.add_apply, Pi.sub_apply,
      Pi.smul_apply, smul_eq_mul]
    ring
  · simp

/-- The torque at positions `q` of constraint forces directed along the bonds of a
configuration `s` is the weighted sum of cross products of the two bond vectors. -/
theorem constraint_torque (e : β → ι × ι) (l : β → ℝ) (q s : ι → Vec) :
    ∑ i, crossProduct (q i) (constraintForce e l s i)
      = ∑ k, l k • crossProduct (bond e q k) (bond e s k) := by
  refine (constraintForce_pairing e l s (fun i => crossProduct (q i))).trans
    (Finset.sum_congr rfl fun k _ => ?_)
  change l k • (crossProduct (q (e k).1) (bond e s k)
    - crossProduct (q (e k).2) (bond e s k)) = _
  rw [← LinearMap.sub_apply, ← map_sub]
  rfl

omit [DecidableEq ι] in
/-- Central pair forces with symmetric strengths have zero sum and zero total torque. -/
theorem pairForce_balance (w : (ι → Vec) → ι → ι → ℝ)
    (hw : ∀ q i j, w q i j = w q j i) (q : ι → Vec) :
    ∑ i, pairForce w q i = 0 ∧ ∑ i, crossProduct (q i) (pairForce w q i) = 0 := by
  -- action and reaction cancel in a double sum
  have anti : ∀ A : ι → ι → Vec, (∀ i j, A i j = -A j i) → ∑ i, ∑ j, A i j = 0 := by
    intro A hA
    have h : ∑ i, ∑ j, A i j = -∑ i, ∑ j, A i j := by
      calc ∑ i, ∑ j, A i j = ∑ i, ∑ j, A j i := Finset.sum_comm
        _ = ∑ i, ∑ j, -A i j :=
          Finset.sum_congr rfl fun i _ => Finset.sum_congr rfl fun j _ => hA j i
        _ = -∑ i, ∑ j, A i j := by simp only [Finset.sum_neg_distrib]
    funext x
    have hx := congrFun h x
    rw [Pi.neg_apply] at hx
    rw [Pi.zero_apply]
    linarith
  constructor
  · refine anti (fun i j => w q i j • (q i - q j)) fun i j => ?_
    rw [hw q i j]
    module
  · simp only [pairForce, map_sum, map_smul]
    refine anti (fun i j => w q i j • crossProduct (q i) (q i - q j)) fun i j => ?_
    change w q i j • crossProduct (q i) (q i - q j)
      = -(w q j i • crossProduct (q j) (q j - q i))
    rw [hw q i j, map_sub, map_sub, cross_self, cross_self, ← cross_anticomm (q i) (q j)]
    module

omit [DecidableEq ι] in
/-- For positive masses, a kick of duration `h` changes total momentum by `h` times the total
force and total angular momentum by `h` times the total torque. -/
theorem kick_balance (m : ι → ℝ) (hm : ∀ i, 0 < m i) (h : ℝ) (F q v : ι → Vec) :
    momentum m (kick m h F v) = momentum m v + h • ∑ i, F i ∧
    angularMomentum m q (kick m h F v)
      = angularMomentum m q v + h • ∑ i, crossProduct (q i) (F i) := by
  have hc : ∀ i, m i * (h / m i) = h := fun i => by
    have := (hm i).ne'
    field_simp
  constructor
  · simp only [momentum, kick, smul_add, smul_smul, hc, Finset.sum_add_distrib,
      Finset.smul_sum]
  · simp only [angularMomentum, kick, map_add, map_smul, smul_add, smul_smul, hc,
      Finset.sum_add_distrib, Finset.smul_sum]

/-- For positive masses and symmetric pair strengths, a kick by pair forces and constraint
forces along the current bonds conserves total momentum and total angular momentum. -/
theorem internal_kick (m : ι → ℝ) (hm : ∀ i, 0 < m i) (w : (ι → Vec) → ι → ι → ℝ)
    (hw : ∀ q i j, w q i j = w q j i) (e : β → ι × ι) (h : ℝ) (l : β → ℝ)
    (q v : ι → Vec) :
    momentum m (kick m h (totalForce w e l q) v) = momentum m v ∧
    angularMomentum m q (kick m h (totalForce w e l q) v) = angularMomentum m q v := by
  have hs : ∑ i, constraintForce e l q i = 0 := by
    refine (constraintForce_pairing e l q (fun _ => LinearMap.id)).trans ?_
    simp
  have ht : ∑ i, crossProduct (q i) (constraintForce e l q i) = 0 := by
    rw [constraint_torque]
    simp only [cross_self, smul_zero, Finset.sum_const_zero]
  obtain ⟨ps, pt⟩ := pairForce_balance w hw q
  obtain ⟨k₁, k₂⟩ := kick_balance m hm h (totalForce w e l q) q v
  constructor
  · rw [k₁]
    simp only [totalForce, Finset.sum_add_distrib, hs, ps, add_zero, smul_zero]
  · rw [k₂]
    simp only [totalForce, map_add, Finset.sum_add_distrib, ht, pt, add_zero, smul_zero]

/-- For positive masses and central pair forces of symmetric strength, any number of RATTLE
steps with arbitrary multipliers conserves total momentum and total angular momentum. -/
theorem rattle_conserves (m : ι → ℝ) (hm : ∀ i, 0 < m i) (w : (ι → Vec) → ι → ι → ℝ)
    (hw : ∀ q i j, w q i j = w q j i) (e : β → ι × ι) (h : ℕ → ℝ) (l u : ℕ → β → ℝ)
    (z : (ι → Vec) × (ι → Vec)) (n : ℕ) :
    momentum m (rattle m w e h l u z n).2 = momentum m z.2 ∧
    angularMomentum m (rattle m w e h l u z n).1 (rattle m w e h l u z n).2
      = angularMomentum m z.1 z.2 := by
  -- free flight moves each particle along its own velocity
  have hdrift : ∀ (t : ℝ) (q v : ι → Vec),
      angularMomentum m (drift t q v) v = angularMomentum m q v := by
    intro t q v
    simp only [angularMomentum, drift, map_add, map_smul, LinearMap.add_apply,
      LinearMap.smul_apply, cross_self, smul_zero, add_zero]
  induction n with
  | zero => exact ⟨rfl, rfl⟩
  | succ n ih =>
    dsimp only [rattle, rattleStep]
    constructor
    · rw [(internal_kick m hm w hw e _ _ _ _).1, (internal_kick m hm w hw e _ _
        (rattle m w e h l u z n).1 _).1]
      exact ih.1
    · rw [(internal_kick m hm w hw e _ _ _ _).2, hdrift,
        (internal_kick m hm w hw e _ _ _ _).2]
      exact ih.2

end

end RattleMomentum
```

```lean
#print axioms RattleMomentum.constraintForce_is_gradient
#print axioms RattleMomentum.rattle_conserves
```

```
'RattleMomentum.constraintForce_is_gradient' depends on axioms: [propext, Classical.choice, Quot.sound]
'RattleMomentum.rattle_conserves' depends on axioms: [propext, Classical.choice, Quot.sound]
```

## Reading the theorem and its proof

In `rattle_conserves`, the finite types `ι` and `β` label particles and bonds, and `e` gives the two ends of each bond. The state `z` is the pair (positions, velocities). The functions `h`, `l` and `u` supply $h_n$, $\lambda^n$ and $\mu^n$. The hypothesis `hm` says that all masses are positive, and `hw` says that the strengths are symmetric at every configuration, which is action and reaction. A positive strength repels, and a positive multiplier pushes the ends of a bond apart.

The proof follows the derivation:

- `constraintForce_pairing` exchanges the particle and bond sums with `Finset.sum_comm`, then picks out the two ends of each bond.
- `constraintForce_is_gradient` and `constraint_torque` apply it to the dot product and the cross product.
- `pairForce_balance` shows that an antisymmetric double sum equals its own negative.
- `kick_balance` cancels the masses with `field_simp`.
- `internal_kick` combines `constraintForce_pairing`, `constraint_torque`, `pairForce_balance` and `kick_balance` for one kick. The gradient theorem isn't needed here.
- `rattle_conserves` proves the drift identity as `hdrift`, then uses `internal_kick` twice in each induction step.

## Constraints, boundaries and rounding

The theorem holds for any finite set of bonds, including none, and for any real step sizes. It doesn't say that multipliers satisfying the constraints exist, that a solver finds them, or that bond lengths are kept. Energy conservation and accuracy in time aren't addressed either.

Positions live in open space, and each pair force acts along the plain difference $q_i-q_j$. Periodic images, external fields and thermostats are not covered. The numbers are real, so the size of floating-point drift in a long run has to be assessed separately.
